# The mean nucleation time of runs that nucleate before a cutoff, at constant rate

Let the nucleation time be exponentially distributed with constant rate `k > 0`, and let each run be stopped at a cutoff `L > 0` if it has not nucleated by then. `finishedMean_eq` states that the mean nucleation time, conditional on nucleation before `L`, is 1/k − L/(exp(kL) − 1). This mean is defined as the integral of t·k·exp(−kt) from 0 to `L`, divided by the integral of k·exp(−kt) over the same interval. The proof takes closed forms for both integrals from `censored_integrals`, clears the denominator 1 − exp(−kL), and finishes with algebra in the exponentials.

As first written in Lean, the proof fails:

```lean
import Mathlib

open Filter Topology Set

namespace FinishedMeanEq

noncomputable section

/-- Probability density of an exponential nucleation time of rate `k`, at time `t ≥ 0`. -/
def density (k t : ℝ) : ℝ := k * Real.exp (-(k * t))

/-- Fraction of runs that nucleate before the cutoff `L`. -/
def finishedFraction (k L : ℝ) : ℝ := ∫ t in (0 : ℝ)..L, density k t

/-- Fraction of runs that have not nucleated by the cutoff `L`. -/
def unfinishedFraction (k L : ℝ) : ℝ := ∫ t in Ioi L, density k t

/-- Contribution of the finished runs to the mean observation time per run. -/
def finishedTime (k L : ℝ) : ℝ := ∫ t in (0 : ℝ)..L, t * density k t

/-- Mean nucleation time conditional on nucleation before `L`, for `k > 0` and `L > 0`. -/
def finishedMean (k L : ℝ) : ℝ := finishedTime k L / finishedFraction k L

/-- The nucleation density is the time derivative of minus the survival probability. -/
theorem hasDerivAt_neg_survival (k t : ℝ) :
    HasDerivAt (fun s : ℝ => -Real.exp (-(k * s))) (density k t) t := by
  have h : HasDerivAt (fun s : ℝ => -(k * s)) (-k) t :=
    ((hasDerivAt_id' t).const_mul k).fun_neg.congr_deriv (by ring)
  exact h.exp.fun_neg.congr_deriv (by unfold density; ring)

/-- For `k > 0`, the finished fraction, the unfinished fraction and the time spent in
finished runs have elementary closed forms. -/
theorem censored_integrals {k : ℝ} (hk : 0 < k) (L : ℝ) :
    finishedFraction k L = 1 - Real.exp (-(k * L)) ∧
    unfinishedFraction k L = Real.exp (-(k * L)) ∧
    finishedTime k L = 1 / k - (L + 1 / k) * Real.exp (-(k * L)) := by
  have hc : Continuous (density k) := by
    change Continuous (fun t : ℝ => k * Real.exp (-(k * t)))
    fun_prop
  refine ⟨?_, ?_, ?_⟩
  · have h := intervalIntegral.integral_eq_sub_of_hasDerivAt (a := 0) (b := L)
      (fun t _ => hasDerivAt_neg_survival k t) (hc.intervalIntegrable 0 L)
    unfold finishedFraction
    rw [h, mul_zero, neg_zero, Real.exp_zero]
    ring
  · -- the survival probability vanishes at late times
    have h : Tendsto (fun t : ℝ => Real.exp (-(k * t))) atTop (𝓝 0) :=
      Real.tendsto_exp_neg_atTop_nhds_zero.comp (tendsto_id.const_mul_atTop hk)
    have h2 := h.neg
    rw [neg_zero] at h2
    have h3 := MeasureTheory.integral_Ioi_of_hasDerivAt_of_nonneg' (a := L)
      (fun t _ => hasDerivAt_neg_survival k t)
      (fun t _ => mul_nonneg hk.le (Real.exp_pos _).le) h2
    unfold unfinishedFraction
    rw [h3]
    ring
  · have hd : ∀ t : ℝ, HasDerivAt (fun s : ℝ => (s + 1 / k) * -Real.exp (-(k * s)))
        (t * density k t) t := fun t => by
      refine (((hasDerivAt_id' t).add_const (1 / k)).fun_mul
        (hasDerivAt_neg_survival k t)).congr_deriv ?_
      have e : 1 / k * k = 1 := div_mul_cancel₀ 1 hk.ne'
      unfold density
      linear_combination Real.exp (-(k * t)) * e
    have h := intervalIntegral.integral_eq_sub_of_hasDerivAt (a := 0) (b := L)
      (fun t _ => hd t) ((continuous_id.mul hc).intervalIntegrable 0 L)
    unfold finishedTime
    rw [h, mul_zero, neg_zero, Real.exp_zero]
    ring

/-- For `k, L > 0`, the mean time of the finished runs is `1/k - L/(exp(kL) - 1)`. -/
theorem finishedMean_eq {k L : ℝ} (hk : 0 < k) (hL : 0 < L) :
    finishedMean k L = 1 / k - L / (Real.exp (k * L) - 1) := by
  obtain ⟨h1, -, h3⟩ := censored_integrals hk L
  have hE : 0 < Real.exp (k * L) - 1 := sub_pos.2 (Real.one_lt_exp_iff.2 (mul_pos hk hL))
  have hq : Real.exp (-(k * L)) < 1 := Real.exp_lt_one (neg_lt_zero.2 (mul_pos hk hL))
  have e1 : Real.exp (-(k * L)) * Real.exp (k * L) = 1 := by
    rw [← Real.exp_add, neg_add_cancel, Real.exp_zero]
  have e2 : L / (Real.exp (k * L) - 1) * (Real.exp (k * L) - 1) = L :=
    div_mul_cancel₀ L hE.ne'
  unfold finishedMean
  rw [h1, h3, div_eq_iff (sub_pos.2 hq).ne']
  linear_combination (-(L / (Real.exp (k * L) - 1))) * e1 + Real.exp (-(k * L)) * e2

end

end FinishedMeanEq
```

Messages:

```
Main.lean:75:39: error(lean.unknownIdentifier): Unknown constant `Real.exp_lt_one`
```

Cause. The message says that Lean knows no constant called `Real.exp_lt_one`. The proof calls it to get `hq`, the statement that exp(−kL) < 1, which is needed later to show that the denominator 1 − exp(−kL) is not zero. The inequality itself is true, and the argument supplied, a proof that −(kL) < 0, is the right one; only the lemma's name is wrong.

The repair uses `Real.exp_lt_one_iff`, which says that exp(x) < 1 if and only if x < 0. Since this is an equivalence, `.2` is added to select the direction from x < 0 to exp(x) < 1. The same argument then proves `hq`, and the rest of the proof stands unchanged.

The change, after which it compiles:

```diff
@@ -73,5 +73,5 @@
   obtain ⟨h1, -, h3⟩ := censored_integrals hk L
   have hE : 0 < Real.exp (k * L) - 1 := sub_pos.2 (Real.one_lt_exp_iff.2 (mul_pos hk hL))
-  have hq : Real.exp (-(k * L)) < 1 := Real.exp_lt_one (neg_lt_zero.2 (mul_pos hk hL))
+  have hq : Real.exp (-(k * L)) < 1 := Real.exp_lt_one_iff.2 (neg_lt_zero.2 (mul_pos hk hL))
   have e1 : Real.exp (-(k * L)) * Real.exp (k * L) = 1 := by
     rw [← Real.exp_add, neg_add_cancel, Real.exp_zero]
```
